# Schiff identity and the $\beta\Sigma\cdot F$ expectation value for a finite-dimensional Dirac Hamiltonian

## Question

In four-component calculations of an electron's electric-dipole-moment matrix element, a common step replaces the expectation value of $\beta\,\Sigma\cdot\nabla V$, which needs the steep potential gradient near a heavy nucleus, by a constant multiple of that of $\beta\gamma_5 p^2$, which contains no potential. I would like a checked version of that step for one electron. Take Hermitian matrices $p_0,p_1,p_2$ that commute, a Hermitian $V$, the commutators $F_k=[p_k,V]$, and $H=c\,\alpha\cdot p+c^2\beta+V$. The claim is that every eigenvector $\psi$ of $H$, with small component $\psi_S$, satisfies $\langle\psi,\Sigma\cdot F\,\psi\rangle=0$ and
$$\langle\psi,\beta\,\Sigma\cdot F\,\psi\rangle=-2\langle\psi_S,\sigma\cdot F\,\psi_S\rangle=-2c\,\langle\psi,\beta\gamma_5p^2\,\psi\rangle .$$
How would one state and prove this in Lean 4 with Mathlib?

## Answer

### Modelling choices

The orbital space is $\mathbb C^n$ for a finite index type `n`, and $p_k$ and $V$ are complex matrices on it, with $k=0,1,2$ as in `Fin 3`. The spinor index `Dirac` is `Fin 2 ⊕ Fin 2`: the left summand carries the large component $\psi_L$ (`large`), the right one the small component $\psi_S$ (`small`). With the Pauli matrices $\sigma_k$ (`pauli`), the Dirac representation is fixed as
$$\alpha_k=\begin{pmatrix}0&\sigma_k\\ \sigma_k&0\end{pmatrix},\quad \beta=\begin{pmatrix}1&0\\0&-1\end{pmatrix},\quad \Sigma_k=\begin{pmatrix}\sigma_k&0\\0&\sigma_k\end{pmatrix},\quad \gamma_5=\begin{pmatrix}0&1\\1&0\end{pmatrix},$$
named `alpha`, `beta`, `spin` and `gamma5`. A scalar product such as $\Sigma\cdot p$ means $\sum_k\Sigma_k\otimes p_k$ (`dot`). A Dirac matrix $A$ acts as $A\otimes 1$ (`lift`) and an orbital operator $W$ as $1\otimes W$ (`orb`); below these factors of $1$ are left implicit. Further, $p^2=\sum_k p_kp_k$ is `pSq`, $F_k$ is `force`, and $\langle A\rangle=\psi^\dagger A\psi$ is `expect`, with no division by the norm. Units are $\hbar=m=1$, the real number $c$ is arbitrary, and the rest energy is kept in $H$. In the continuum, with $V$ a function of position, $p_k=-i\partial_k$ gives $F_k=-i\,\partial_kV$, so `force` stands for the potential gradient up to a factor $-i$.

The eigenvalue equation enters as the hypothesis `hamiltonian c p V *ᵥ ψ = E • ψ` with complex $E$. The vector $\psi$ is neither normalised nor assumed nonzero; all identities are homogeneous of degree two in $\psi$.

### Derivation by hand

1. Hypervirial relation. Let $H$ be Hermitian and $H\psi=E\psi$. Then $\psi^\dagger H=(H\psi)^\dagger=\bar E\psi^\dagger$. Evaluating $\psi^\dagger H\psi$ both ways gives $E\,\psi^\dagger\psi=\bar E\,\psi^\dagger\psi$, so $E=\bar E$ if $\psi\neq0$. For any matrix $A$, $\langle AH-HA\rangle=E\langle A\rangle-\bar E\langle A\rangle=0$. For $\psi=0$ the value is zero anyway.

2. Dirac algebra. Block multiplication gives $\gamma_5\Sigma_k=\Sigma_k\gamma_5=\alpha_k$, $\beta\Sigma_k=\Sigma_k\beta$ and $\beta\gamma_5=-\gamma_5\beta$. With $K=\Sigma\cdot p$ this means $H=c\gamma_5K+c^2\beta+V$, where $K$ commutes with $\gamma_5$ and with $\beta$.

3. Square of $K$. We have $K^2=\sum_{j,k}\Sigma_j\Sigma_k\otimes p_jp_k$. The diagonal terms give $p^2$ because $\Sigma_k^2=1$. For $j<k$, anticommutation combines the two cross terms into $\Sigma_j\Sigma_k\otimes(p_jp_k-p_kp_j)$, which vanishes for commuting momenta. Hence $K^2=p^2$.

4. First commutator. Since $[K,\gamma_5K]=0$ and $[K,\beta]=0$, only the potential survives: $[K,H]=[K,V]=\sum_k\Sigma_k\otimes[p_k,V]=\Sigma\cdot F$.

5. Second commutator. As $\beta$ commutes with itself and with $V$, $[\beta,H]=c(\beta\gamma_5K-\gamma_5K\beta)=c(\beta\gamma_5-\gamma_5\beta)K=2c\,\beta\gamma_5K$. Then
$$[\beta K,H]=\beta[K,H]+[\beta,H]K=\beta\,\Sigma\cdot F+2c\,\beta\gamma_5p^2 .$$

6. Hermiticity. $H$ is Hermitian because $\alpha_k$, $\beta$, $p_k$, $V$ are and $c$ is real. Step 1 with $A=K$ gives $\langle\Sigma\cdot F\rangle=0$, and with $A=\beta K$ it gives $\langle\beta\,\Sigma\cdot F\rangle=-2c\langle\beta\gamma_5p^2\rangle$.

7. Components. Put $L=\langle\psi_L,\sigma\cdot F\psi_L\rangle$ and $S=\langle\psi_S,\sigma\cdot F\psi_S\rangle$. Both $\Sigma_k$ and $\beta\Sigma_k$ are block diagonal, so $\langle\Sigma\cdot F\rangle=L+S$ and $\langle\beta\,\Sigma\cdot F\rangle=L-S$. From $L+S=0$ follows $L-S=-2S$.

### The file

```lean
import Mathlib

open Matrix Complex
open scoped Kronecker ComplexOrder

namespace SchiffScreening

noncomputable section

variable {n : Type*} [Fintype n] [DecidableEq n]

/-- Four-spinor index: two large and two small components. -/
abbrev Dirac := Fin 2 ⊕ Fin 2

/-- The Pauli matrices `σ_k`. -/
def pauli : Fin 3 → Matrix (Fin 2) (Fin 2) ℂ :=
  ![!![0, 1; 1, 0], !![0, -I; I, 0], !![1, 0; 0, -1]]

/-- The Dirac matrices `α_k`, with `σ_k` in the off-diagonal blocks. -/
def alpha (k : Fin 3) : Matrix Dirac Dirac ℂ := fromBlocks 0 (pauli k) (pauli k) 0

/-- The Dirac matrix `β = diag(1, -1)`. -/
def beta : Matrix Dirac Dirac ℂ := fromBlocks 1 0 0 (-1)

/-- The four-component spin matrices `Σ_k = diag(σ_k, σ_k)`. -/
def spin (k : Fin 3) : Matrix Dirac Dirac ℂ := fromBlocks (pauli k) 0 0 (pauli k)

/-- The matrix `γ5`, exchanging large and small components. -/
def gamma5 : Matrix Dirac Dirac ℂ := fromBlocks 0 1 1 0

/-- The scalar product `s·p = ∑ s_k ⊗ p_k` of spinor matrices with orbital operators. -/
def dot {m : Type*} (s : Fin 3 → Matrix m m ℂ) (p : Fin 3 → Matrix n n ℂ) :
    Matrix (m × n) (m × n) ℂ := ∑ k, s k ⊗ₖ p k

/-- A Dirac matrix acting on spinor ⊗ orbital space, `A ⊗ 1`. -/
def lift (n : Type*) [DecidableEq n] (A : Matrix Dirac Dirac ℂ) :
    Matrix (Dirac × n) (Dirac × n) ℂ := A ⊗ₖ (1 : Matrix n n ℂ)

/-- An orbital operator acting on spinor ⊗ orbital space, `1 ⊗ V`. -/
def orb (V : Matrix n n ℂ) : Matrix (Dirac × n) (Dirac × n) ℂ :=
  (1 : Matrix Dirac Dirac ℂ) ⊗ₖ V

/-- The squared momentum `p² = ∑ p_k p_k`. -/
def pSq (p : Fin 3 → Matrix n n ℂ) : Matrix n n ℂ := ∑ k, p k * p k

/-- The commutators `F_k = [p_k, V]`. -/
def force (p : Fin 3 → Matrix n n ℂ) (V : Matrix n n ℂ) (k : Fin 3) : Matrix n n ℂ :=
  p k * V - V * p k

/-- The Dirac Hamiltonian `H = c α·p + c² β + V`. -/
def hamiltonian (c : ℝ) (p : Fin 3 → Matrix n n ℂ) (V : Matrix n n ℂ) :
    Matrix (Dirac × n) (Dirac × n) ℂ :=
  (c : ℂ) • dot alpha p + (c : ℂ) ^ 2 • lift n beta + orb V

/-- The expectation value `⟨ψ, A ψ⟩`. -/
def expect {m : Type*} [Fintype m] (A : Matrix m m ℂ) (ψ : m → ℂ) : ℂ := star ψ ⬝ᵥ A *ᵥ ψ

/-- The large (upper) component of a four-spinor. -/
def large (ψ : Dirac × n → ℂ) : Fin 2 × n → ℂ := fun x => ψ (Sum.inl x.1, x.2)

/-- The small (lower) component of a four-spinor. -/
def small (ψ : Dirac × n → ℂ) : Fin 2 × n → ℂ := fun x => ψ (Sum.inr x.1, x.2)

/-- Hypervirial theorem: `⟨ψ, [A, H] ψ⟩ = 0` when `H` is Hermitian and `H ψ = E ψ`. -/
theorem hypervirial {m : Type*} [Fintype m] (H A : Matrix m m ℂ) (hH : H.IsHermitian)
    (ψ : m → ℂ) (E : ℂ) (h : H *ᵥ ψ = E • ψ) : expect (A * H - H * A) ψ = 0 := by
  have hl : star ψ ᵥ* H = star E • star ψ := by
    rw [← star_smul, ← h, star_mulVec, hH.eq]
  by_cases hψ : ψ = 0
  · simp [expect, hψ]
  -- the eigenvalue is real
  have hN := dotProduct_mulVec (star ψ) H ψ
  rw [h, hl, dotProduct_smul, smul_dotProduct, smul_eq_mul, smul_eq_mul] at hN
  have hE : E = star E :=
    mul_right_cancel₀ (fun h0 => hψ (dotProduct_star_self_eq_zero.mp h0)) hN
  rw [expect, sub_mulVec, dotProduct_sub, ← mulVec_mulVec, ← mulVec_mulVec, h, mulVec_smul,
    dotProduct_smul, dotProduct_mulVec _ H, hl, smul_dotProduct, ← hE, sub_self]

/-- `α·p = γ5 Σ·p`; both `γ5` and `β` commute with `Σ·p`; `β` and `γ5` anticommute. -/
theorem dirac_algebra (p : Fin 3 → Matrix n n ℂ) :
    dot alpha p = lift n gamma5 * dot spin p ∧
    lift n gamma5 * dot spin p = dot spin p * lift n gamma5 ∧
    lift n beta * dot spin p = dot spin p * lift n beta ∧
    lift n beta * lift n gamma5 = -(lift n gamma5 * lift n beta) := by
  have h1 : ∀ k, gamma5 * spin k = alpha k := fun k => by
    simp [gamma5, spin, alpha, fromBlocks_multiply]
  have h2 : ∀ k, spin k * gamma5 = alpha k := fun k => by
    simp [gamma5, spin, alpha, fromBlocks_multiply]
  have h3 : ∀ k, beta * spin k = spin k * beta := fun k => by
    simp [beta, spin, fromBlocks_multiply]
  have h4 : beta * gamma5 = -(gamma5 * beta) := by
    simp [beta, gamma5, fromBlocks_multiply, fromBlocks_neg]
  refine ⟨?_, ?_, ?_, ?_⟩ <;>
    simp only [dot, lift, Matrix.mul_sum, Matrix.sum_mul, ← mul_kronecker_mul,
      Matrix.one_mul, Matrix.mul_one, h1, h2, h3, h4]
  ext ⟨a, i⟩ ⟨b, j⟩
  simp only [kroneckerMap_apply, Matrix.neg_apply, neg_mul]

omit [DecidableEq n] in
/-- For commuting momentum components, `(Σ·p)² = p²`. -/
theorem spin_dot_sq (p : Fin 3 → Matrix n n ℂ) (hc : ∀ j k, p j * p k = p k * p j) :
    dot spin p * dot spin p = orb (pSq p) := by
  have hs : ∀ k, spin k * spin k = 1 := fun k => by
    have : pauli k * pauli k = 1 := by
      fin_cases k <;> ext i j <;> fin_cases i <;> fin_cases j <;>
        simp [pauli, Matrix.mul_apply, Fin.sum_univ_two]
    simp [spin, fromBlocks_multiply, this, fromBlocks_one]
  have hA : ∀ j k, j ≠ k → spin j * spin k = -(spin k * spin j) := fun j k h => by
    have : pauli j * pauli k = -(pauli k * pauli j) := by
      fin_cases j <;> fin_cases k <;> first
        | exact absurd rfl h
        | (ext a b; fin_cases a <;> fin_cases b <;>
            simp [pauli, Matrix.mul_apply, Fin.sum_univ_two])
    simp [spin, fromBlocks_multiply, fromBlocks_neg, this]
  -- the cross terms cancel in pairs
  simp only [dot, orb, pSq, Fin.sum_univ_three, Matrix.add_mul, Matrix.mul_add,
    ← mul_kronecker_mul, hs, hA 1 0 (by decide), hA 2 0 (by decide), hA 2 1 (by decide),
    hc 1 0, hc 2 0, hc 2 1]
  ext ⟨a, i⟩ ⟨b, j⟩
  simp only [Matrix.add_apply, kroneckerMap_apply, Matrix.neg_apply]
  ring

/-- `[Σ·p, H] = Σ·F`. -/
theorem comm_spin (c : ℝ) (p : Fin 3 → Matrix n n ℂ) (V : Matrix n n ℂ) :
    dot spin p * hamiltonian c p V - hamiltonian c p V * dot spin p = dot spin (force p V) := by
  obtain ⟨h1, h2, h3, -⟩ := dirac_algebra p
  have hV : dot spin p * orb V - orb V * dot spin p = dot spin (force p V) := by
    simp only [dot, orb, force, Matrix.mul_sum, Matrix.sum_mul, ← mul_kronecker_mul,
      Matrix.one_mul, Matrix.mul_one, ← Finset.sum_sub_distrib]
    refine Finset.sum_congr rfl fun k _ => ?_
    ext ⟨a, i⟩ ⟨b, j⟩
    simp only [Matrix.sub_apply, kroneckerMap_apply]
    ring
  have e : dot spin p * (lift n gamma5 * dot spin p)
      = lift n gamma5 * dot spin p * dot spin p := by rw [← Matrix.mul_assoc, ← h2]
  rw [hamiltonian, h1, ← hV]
  simp only [Matrix.mul_add, Matrix.add_mul, Matrix.mul_smul, Matrix.smul_mul]
  rw [e, h3]
  module

/-- For commuting momentum components, `[β Σ·p, H] = β Σ·F + 2c β γ5 p²`. -/
theorem comm_beta_spin (c : ℝ) (p : Fin 3 → Matrix n n ℂ) (V : Matrix n n ℂ)
    (hc : ∀ j k, p j * p k = p k * p j) :
    lift n beta * dot spin p * hamiltonian c p V - hamiltonian c p V * (lift n beta * dot spin p)
      = lift n beta * dot spin (force p V)
        + (2 * c : ℂ) • (lift n beta * lift n gamma5 * orb (pSq p)) := by
  obtain ⟨h1, -, h3, h4⟩ := dirac_algebra p
  have hW : lift n beta * orb V = orb V * lift n beta := by
    simp only [lift, orb, ← mul_kronecker_mul, Matrix.one_mul, Matrix.mul_one]
  have e : lift n gamma5 * dot spin p * lift n beta
      = -(lift n beta * lift n gamma5 * dot spin p) := by
    rw [h4, Matrix.mul_assoc, ← h3, Matrix.neg_mul, neg_neg, Matrix.mul_assoc]
  -- [β, H] = 2c β γ5 Σ·p
  have hB : lift n beta * hamiltonian c p V - hamiltonian c p V * lift n beta
      = (2 * c : ℂ) • (lift n beta * lift n gamma5 * dot spin p) := by
    rw [hamiltonian, h1]
    simp only [Matrix.mul_add, Matrix.add_mul, Matrix.mul_smul, Matrix.smul_mul]
    rw [e, hW, ← Matrix.mul_assoc]
    module
  have key : ∀ B S H : Matrix (Dirac × n) (Dirac × n) ℂ,
      B * S * H - H * (B * S) = B * (S * H - H * S) + (B * H - H * B) * S := by
    intros
    noncomm_ring
  rw [key, comm_spin, hB, ← spin_dot_sq p hc, Matrix.smul_mul,
    Matrix.mul_assoc (lift n beta * lift n gamma5)]

omit [Fintype n] in
/-- The Dirac Hamiltonian is Hermitian when the `p_k` and `V` are. -/
theorem hamiltonian_isHermitian (c : ℝ) (p : Fin 3 → Matrix n n ℂ) (V : Matrix n n ℂ)
    (hp : ∀ k, (p k).IsHermitian) (hV : V.IsHermitian) : (hamiltonian c p V).IsHermitian := by
  have hp' : ∀ k, (p k)ᴴ = p k := hp
  have ha : ∀ k, (alpha k)ᴴ = alpha k := fun k => by
    have : (pauli k)ᴴ = pauli k := by
      fin_cases k <;> ext i j <;> fin_cases i <;> fin_cases j <;>
        simp [pauli, conjTranspose_apply]
    simp [alpha, fromBlocks_conjTranspose, this]
  have hb : betaᴴ = beta := by simp [beta, fromBlocks_conjTranspose]
  unfold Matrix.IsHermitian
  simp only [hamiltonian, dot, lift, orb, conjTranspose_add, conjTranspose_smul,
    conjTranspose_sum, conjTranspose_kronecker, ha, hb, hp', hV.eq, conjTranspose_one,
    star_pow, Complex.star_def, Complex.conj_ofReal]

/-- `⟨Σ·F⟩` is the sum and `⟨β Σ·F⟩` the difference of the large- and small-component
expectation values of `σ·F`. -/
theorem expect_blocks (F : Fin 3 → Matrix n n ℂ) (ψ : Dirac × n → ℂ) :
    expect (dot spin F) ψ = expect (dot pauli F) (large ψ) + expect (dot pauli F) (small ψ) ∧
    expect (lift n beta * dot spin F) ψ
      = expect (dot pauli F) (large ψ) - expect (dot pauli F) (small ψ) := by
  have gen : ∀ d : Fin 3 → Matrix (Fin 2) (Fin 2) ℂ,
      expect (dot (fun k => fromBlocks (pauli k) 0 0 (d k)) F) ψ
        = expect (dot pauli F) (large ψ) + expect (dot d F) (small ψ) := fun d => by
    simp [expect, dot, large, small, dotProduct, mulVec, Fintype.sum_prod_type,
      Fintype.sum_sum_type, Matrix.sum_apply, kroneckerMap_apply]
  have h : ∀ k, beta * spin k = fromBlocks (pauli k) 0 0 (-pauli k) := fun k => by
    simp [beta, spin, fromBlocks_multiply]
  have hB : lift n beta * dot spin F = dot (fun k => fromBlocks (pauli k) 0 0 (-pauli k)) F := by
    simp only [lift, dot, Matrix.mul_sum, ← mul_kronecker_mul, Matrix.one_mul, h]
  have hn : dot (fun k => -pauli k) F = -dot pauli F := by
    ext ⟨a, i⟩ ⟨b, j⟩
    simp [dot, Matrix.sum_apply, kroneckerMap_apply]
  refine ⟨gen pauli, ?_⟩
  rw [hB, gen, hn]
  simp [expect, neg_mulVec, sub_eq_add_neg]

/-- For Hermitian `p_k` and `V`, `⟨ψ, Σ·F ψ⟩ = 0` when `H ψ = E ψ` with `H = c α·p + c² β + V`. -/
theorem schiff (c : ℝ) (p : Fin 3 → Matrix n n ℂ) (V : Matrix n n ℂ)
    (hp : ∀ k, (p k).IsHermitian) (hV : V.IsHermitian) (ψ : Dirac × n → ℂ) (E : ℂ)
    (h : hamiltonian c p V *ᵥ ψ = E • ψ) : expect (dot spin (force p V)) ψ = 0 := by
  rw [← comm_spin c p V]
  exact hypervirial _ _ (hamiltonian_isHermitian c p V hp hV) ψ E h

/-- For Hermitian, pairwise commuting `p_k`, Hermitian `V` and `H ψ = E ψ`, `⟨β Σ·F⟩` equals both
`-2 ⟨small, σ·F small⟩` and `-2c ⟨β γ5 p²⟩`. -/
theorem beta_spin_force (c : ℝ) (p : Fin 3 → Matrix n n ℂ) (V : Matrix n n ℂ)
    (hp : ∀ k, (p k).IsHermitian) (hc : ∀ j k, p j * p k = p k * p j) (hV : V.IsHermitian)
    (ψ : Dirac × n → ℂ) (E : ℂ) (h : hamiltonian c p V *ᵥ ψ = E • ψ) :
    expect (lift n beta * dot spin (force p V)) ψ
      = -2 * expect (dot pauli (force p V)) (small ψ) ∧
    expect (lift n beta * dot spin (force p V)) ψ
      = -2 * c * expect (lift n beta * lift n gamma5 * orb (pSq p)) ψ := by
  obtain ⟨h1, h2⟩ := expect_blocks (force p V) ψ
  refine ⟨by linear_combination h2 - h1 + schiff c p V hp hV ψ E h, ?_⟩
  have h3 := hypervirial _ (lift n beta * dot spin p) (hamiltonian_isHermitian c p V hp hV) ψ E h
  rw [comm_beta_spin c p V hc] at h3
  simp only [expect, add_mulVec, smul_mulVec, dotProduct_add, dotProduct_smul,
    smul_eq_mul] at h3 ⊢
  linear_combination h3

/-- Model momentum on three orbitals, directed along the third axis. -/
def pW : Fin 3 → Matrix (Fin 3) (Fin 3) ℂ := ![0, 0, !![0, 0, I; 0, 0, I; -I, -I, 0]]

/-- Model potential on three orbitals. -/
def vW : Matrix (Fin 3) (Fin 3) ℂ := !![-1, 0, -1; 0, 1, 1; -1, 1, 0]

/-- Model spinor: spin up, large part on the first orbital, small part `i` on the second. -/
def psiW : Dirac × Fin 3 → ℂ := fun x =>
  Sum.elim (fun s => !![1, 0, 0; 0, 0, 0] s x.2) (fun s => !![0, I, 0; 0, 0, 0] s x.2) x.1

/-- The three-orbital model with `c = 1`, `E = 0` meets all hypotheses and has
`⟨β Σ·F⟩ = -4i`. -/
theorem beta_spin_force_witness :
    (∀ k, (pW k).IsHermitian) ∧ (∀ j k, pW j * pW k = pW k * pW j) ∧ vW.IsHermitian ∧
    hamiltonian 1 pW vW *ᵥ psiW = (0 : ℂ) • psiW ∧
    expect (lift (Fin 3) beta * dot spin (force pW vW)) psiW = -4 * I := by
  have hp : ∀ k, (pW k).IsHermitian := fun k => by
    unfold Matrix.IsHermitian
    fin_cases k <;> ext i j <;> fin_cases i <;> fin_cases j <;> simp [pW, conjTranspose_apply]
  have hc : ∀ j k, pW j * pW k = pW k * pW j := fun j k => by
    fin_cases j <;> fin_cases k <;> simp [pW]
  have hV : vW.IsHermitian := by
    unfold Matrix.IsHermitian
    ext i j
    fin_cases i <;> fin_cases j <;> simp [vW, conjTranspose_apply]
  have h : hamiltonian 1 pW vW *ᵥ psiW = (0 : ℂ) • psiW := by
    ext ⟨s | s, i⟩ <;> fin_cases s <;> fin_cases i <;>
      simp [hamiltonian, dot, lift, orb, alpha, beta, pauli, pW, vW, psiW, mulVec, dotProduct,
        Fintype.sum_prod_type, Fintype.sum_sum_type, Fin.sum_univ_succ,
        kroneckerMap_apply, Matrix.one_apply]
  refine ⟨hp, hc, hV, h, ?_⟩
  rw [(beta_spin_force 1 pW vW hp hc hV psiW 0 h).1]
  simp [expect, dot, force, small, pauli, pW, vW, psiW, mulVec, dotProduct,
    Fintype.sum_prod_type, Fin.sum_univ_succ, Matrix.sum_apply, kroneckerMap_apply,
    Matrix.mul_apply, Complex.ext_iff]
  norm_num

end

end SchiffScreening
```
```lean
#print axioms SchiffScreening.expect_blocks
#print axioms SchiffScreening.beta_spin_force
```

```
'SchiffScreening.expect_blocks' depends on axioms: [propext, Classical.choice, Quot.sound]
'SchiffScreening.beta_spin_force' depends on axioms: [propext, Classical.choice, Quot.sound]
```

### Remarks

The statements in words. `schiff` says: for Hermitian $p_k$ (`hp`) and $V$ (`hV`), any $\psi$ and $E$ with $H\psi=E\psi$ have $\langle\Sigma\cdot F\rangle=0$. Commutation of the $p_k$ is not among its hypotheses. `beta_spin_force` adds `hc`, that the $p_k$ commute pairwise, and concludes that $\langle\beta\,\Sigma\cdot F\rangle$ equals both $-2S$ and $-2c\langle\beta\gamma_5p^2\rangle$. In its proof `hc` is used only for the second equality.

How the proof follows the steps. `hypervirial` is step 1: `hl` is $\psi^\dagger H=\bar E\psi^\dagger$, `hN` compares the two evaluations, and `hE` cancels $\psi^\dagger\psi\ne0$. `dirac_algebra` is step 2; it proves the $4\times4$ identities with `fromBlocks_multiply` and carries them to the product space with `mul_kronecker_mul`. `spin_dot_sq` is step 3: `hs` and `hA` are $\Sigma_k^2=1$ and anticommutation, and once all nine terms are brought to the order $j\le k$, `ring` cancels the cross terms entrywise. `comm_spin` is step 4, where `hV` is $[K,V]=\Sigma\cdot F$ and `module` cancels the kinetic and mass terms. In `comm_beta_spin`, step 5, `hB` is $[\beta,H]=2c\,\beta\gamma_5K$ and `key` is the product rule for commutators. `hamiltonian_isHermitian` and `expect_blocks` supply steps 6 and 7. The first half of `beta_spin_force` is the combination $(L-S)-(L+S)+0$, and the second half rearranges the hypervirial relation `h3`.

The example. `beta_spin_force_witness` uses three orbitals $e_0,e_1,e_2$, $c=1$, $E=0$, and only $p_2\neq0$. The spinor `psiW` is spin up, with $\psi_L$ on $e_0$ with amplitude $1$ and $\psi_S$ on $e_1$ with amplitude $i$. The theorem verifies every hypothesis of `beta_spin_force` and finds $\langle\beta\,\Sigma\cdot F\rangle=-4i$, which comes from the entry $(F_2)_{11}=2i$, so $S=2i$. Since $\psi^\dagger\psi=2$, the normalised value is $-2i$. The $\beta$-weighted term therefore need not vanish while $\langle\Sigma\cdot F\rangle$ does.

An easy mistake. An expectation value invites a statement about real numbers, made by taking real parts of both sides. But a commutator of Hermitian matrices is anti-Hermitian, so $\Sigma\cdot F$ and $\beta\,\Sigma\cdot F$ are anti-Hermitian, as is $\beta\gamma_5p^2$, and their expectation values are purely imaginary. Real parts would reduce each identity to $0=0$; the value $-4i$ shows the case. The theorems are equalities of complex numbers, and the Hermitian operators of physical interest are $i\beta\,\Sigma\cdot F$, corresponding to $\beta\,\Sigma\cdot\nabla V$, and $-2ic\,\beta\gamma_5p^2$.

Scope. Schiff's name belongs to a screening statement about the energy shift of a neutral bound system of charged particles with intrinsic dipole moments in an applied field. `schiff` is the one-particle commutator identity behind that argument, with no perturbation theory and no second particle. The replacement in the question is established for one electron in a fixed Hermitian potential that acts trivially on the spinor index, in finite dimension, in an exact eigenvector; a scalar Kohn–Sham potential has this form, while spin-dependent potentials do not. Nothing in the file identifies $F_k$ with a gradient or gives a dependence on nuclear charge, and the comments on basis sets that follow are likewise ordinary reasoning that Lean has not checked. The model uses one orbital space for large and small components, unlike the usual kinetically balanced Gaussian basis sets. Momentum matrices in a finite plane-wave basis are diagonal and meet `hc`, whereas projections onto localised functions generally fail to commute, as do kinetic momenta in a magnetic field; step 3 then acquires the commutator terms.
